# Thick restart turns the projected real symmetric matrix into an arrowhead

Suppose the lowest or highest few energies of a large Hamiltonian matrix are wanted, for a spin cluster or a configuration-interaction expansion, say. A Lanczos run that stores its basis adds one long vector to memory at each step, and the memory may be full before the energies have converged. One remedy is to keep a few of the approximate eigenvectors found so far, together with the next Lanczos vector, and to drop the rest of the basis. What does the Hamiltonian look like in the small basis that survives, and can the iteration go on from there?

## The basis before and after the restart

Let $A$ be a real $n\times n$ matrix, the Hamiltonian. The old basis vectors are the columns of $Q$, $T$ is a small square matrix, $b$ is a real number, $q$ is the next basis vector and $e_l$ is the unit vector that selects column $l$ of $Q$. They satisfy

$$AQ = QT + b\,q\,e_l^T,\qquad Q^TQ=1,\quad Q^Tq=0,\quad q^Tq=1 .$$

So $A$ leads out of the span of $Q$ only through column $l$, and only along $q$. In a plain Lanczos run $l$ is the last column and $T$ is tridiagonal, but neither is required here. In the code `n`, `k` and `p` are finite index sets for the coordinates, the old basis vectors and the kept vectors.

In Lean 4 with Mathlib:

```lean
import Mathlib

open Matrix

namespace ThickRestart

variable {n k p : Type*} [Fintype n] [Fintype k] [Fintype p] [DecidableEq k] [DecidableEq p]

/-- The relation `A Q = Q T + b q e_lᵀ` with `[Q, q]` orthonormal: `A` maps the span of the
columns of `Q` into itself, up to a multiple of `q` that enters through column `l` only. -/
structure KrylovRelation (A : Matrix n n ℝ) (Q : Matrix n k ℝ) (T : Matrix k k ℝ)
    (b : ℝ) (q : n → ℝ) (l : k) : Prop where
  relation : A * Q = Q * T + b • vecMulVec q (Pi.single l 1 : k → ℝ)
  orthonormal : Qᵀ * Q = 1
  orthogonal : Qᵀ *ᵥ q = 0
  unit : q ⬝ᵥ q = 1
```

The kept vectors will be the columns $y_i$ of a matrix $Y$, and the new basis is $V=[Y,q]$. Its columns are indexed by `p ⊕ Unit`: the kept vectors, then one extra index for $q$.

```lean
/-- The matrix `[Y, q]`: the columns of `Y` followed by the vector `q`. -/
def restartBasis (Y : Matrix n p ℝ) (q : n → ℝ) : Matrix n (p ⊕ Unit) ℝ :=
  Matrix.of fun i => Sum.elim (Y i) (fun _ => q i)
```

For real numbers $\theta_i$, $c_i$ and $\alpha$, with $\Theta=\mathrm{diag}(\theta_i)$, define the arrowhead matrix

$$M(\theta,c,\alpha)=\begin{pmatrix}\Theta & c\\ c^T&\alpha\end{pmatrix}.$$

```lean
/-- The symmetric arrowhead matrix with diagonal `θ`, border `c` and corner `α`. -/
def arrowhead (θ c : p → ℝ) (α : ℝ) : Matrix (p ⊕ Unit) (p ⊕ Unit) ℝ :=
  fromBlocks (diagonal θ) (Matrix.of fun i _ => c i) (Matrix.of fun _ j => c j)
    (Matrix.of fun _ _ => α)
```

Finally, let $r = Aq - Yc - \langle q,Aq\rangle q$. This is what remains of $Aq$ after the listed components are removed.

```lean
/-- The vector `A q - Y c - ⟨q, A q⟩ q`, called the restart residual. -/
def restartResidual (A : Matrix n n ℝ) (Y : Matrix n p ℝ) (q : n → ℝ) (c : p → ℝ) : n → ℝ :=
  A *ᵥ q - Y *ᵥ c - (q ⬝ᵥ A *ᵥ q) • q
```

## (a) One residual direction for all Ritz vectors

Let the columns of $S$ satisfy $TS=S\Theta$. Show that the Ritz vectors, the columns of $QS$, obey

$$A(QS)=(QS)\Theta+q\,c^T,\qquad c_i=b\,S_{li}.$$

Multiply the Krylov relation by $S$ from the right:

$$AQS=QTS+b\,q\,(e_l^TS)=QS\Theta+q\,(b\,e_l^TS).$$

The row vector $e_l^TS$ is row $l$ of $S$, which gives $c$. Column by column, $Ay_i-\theta_iy_i=c_iq$, so all residuals are multiples of $q$, and since $q$ is a unit vector the residual of pair $i$ has norm $|c_i|$. In the code `hrow` evaluates $e_l^TS$, and the final `rw` is the displayed line.

```lean
/-- Given a `KrylovRelation`, if the columns of `S` are eigenvectors of `T`, the residuals of all
the Ritz vectors `Q S` are multiples of the one vector `q`, with coefficients `b S_(l,i)`. -/
theorem ritz_relation {A : Matrix n n ℝ} {Q : Matrix n k ℝ} {T : Matrix k k ℝ} {b : ℝ}
    {q : n → ℝ} {l : k} {S : Matrix k p ℝ} {θ : p → ℝ}
    (hK : KrylovRelation A Q T b q l) (hTS : T * S = S * diagonal θ) :
    A * (Q * S) = Q * S * diagonal θ + vecMulVec q (fun i => b * S l i) := by
  -- the row vector `e_lᵀ` picks out row `l` of `S`
  have hrow : (b • vecMulVec q (Pi.single l 1 : k → ℝ)) * S
      = vecMulVec q (fun i => b * S l i) := by
    ext i j
    simp [Matrix.mul_apply, vecMulVec_apply, Pi.single_apply]
    ring
  rw [← Matrix.mul_assoc, hK.relation, Matrix.add_mul, hrow, Matrix.mul_assoc, hTS,
    Matrix.mul_assoc]
```

## (b) Appending one vector

Let $Y^TY=1$, $Y^Tq=0$ and $q^Tq=1$. Show that $V^TV=1$.

In blocks,

$$V^TV=\begin{pmatrix}Y^TY&Y^Tq\\ q^TY&q^Tq\end{pmatrix}=\begin{pmatrix}1&0\\0&1\end{pmatrix}.$$

The `ext` line splits the claim into these four blocks, and each follows from one hypothesis.

```lean
omit [Fintype p] in
/-- Appending to orthonormal columns `Y` a unit vector `q` orthogonal to them gives
orthonormal columns. -/
theorem restartBasis_orthonormal {Y : Matrix n p ℝ} {q : n → ℝ}
    (hY : Yᵀ * Y = 1) (hYq : Yᵀ *ᵥ q = 0) (hq : q ⬝ᵥ q = 1) :
    (restartBasis Y q)ᵀ * restartBasis Y q = 1 := by
  ext (i | ⟨⟩) (j | ⟨⟩)
  · have h := congrFun (congrFun hY i) j
    simpa [restartBasis, Matrix.mul_apply, Matrix.one_apply] using h
  · have h := congrFun hYq i
    simpa [restartBasis, Matrix.mul_apply, Matrix.mulVec, dotProduct] using h
  · have h := congrFun hYq j
    simpa [restartBasis, Matrix.mul_apply, Matrix.mulVec, dotProduct, mul_comm] using h
  · simpa [restartBasis, Matrix.mul_apply, dotProduct] using hq
```

## (c) The action of $A$ on the new basis

Let $AY=Y\Theta+q\,c^T$ and $\alpha=\langle q,Aq\rangle$. With $e$ the unit vector that selects the last column, show that

$$AV=V\,M(\theta,c,\alpha)+r\,e^T.$$

For a kept column, the assumption reads $Ay_j=\theta_jy_j+c_jq$, which is column $j$ of $VM$. For the last column, the definition of $r$ gives $Aq=Yc+\alpha q+r$. Neither symmetry nor orthonormality is used. The proof treats the same two kinds of column, and `Sum.inr ()` is the index of the last one.

```lean
/-- If `A Y = Y Θ + q cᵀ` with `Θ` diagonal, then `A` acts on `[Y, q]` as the arrowhead matrix,
up to the restart residual in the last column. -/
theorem restart_relation {A : Matrix n n ℝ} {Y : Matrix n p ℝ} {q : n → ℝ} {θ c : p → ℝ}
    (h : A * Y = Y * diagonal θ + vecMulVec q c) :
    A * restartBasis Y q = restartBasis Y q * arrowhead θ c (q ⬝ᵥ A *ᵥ q)
      + vecMulVec (restartResidual A Y q c) (Pi.single (Sum.inr ()) 1 : p ⊕ Unit → ℝ) := by
  ext i (j | ⟨⟩)
  · have hij := congrFun (congrFun h i) j
    simpa [restartBasis, arrowhead, Matrix.mul_apply, vecMulVec_apply, diagonal_apply,
      Fintype.sum_sum_type, Pi.single_apply] using hij
  · simp [restartBasis, arrowhead, restartResidual, Matrix.mul_apply, vecMulVec_apply,
      Fintype.sum_sum_type, Matrix.mulVec, dotProduct]
    ring
```

## (d) What symmetry does to the remainder

Now let $A$ be symmetric, and keep the assumptions of (b) and (c). Show that $V^Tr=0$.

Symmetry moves $A$ onto the kept vectors:

$$Y^TAq=(AY)^Tq=\Theta Y^Tq+c\,(q^Tq)=c.$$

Therefore

$$Y^Tr=c-Y^TYc-\alpha Y^Tq=c-c-0=0,$$
$$q^Tr=\alpha-(Y^Tq)^Tc-\alpha\,q^Tq=\alpha-0-\alpha=0.$$

The steps `h1`, `h2` and `h3` are these three results in order, and `h4` supplies $q^TYc=0$.

```lean
/-- For symmetric `A` with `A Y = Y Θ + q cᵀ`, `Θ` diagonal and `[Y, q]` orthonormal, the restart
residual is orthogonal to every column of `[Y, q]`. -/
theorem restartResidual_orthogonal {A : Matrix n n ℝ} {Y : Matrix n p ℝ} {q : n → ℝ}
    {θ c : p → ℝ} (hA : A.IsSymm) (h : A * Y = Y * diagonal θ + vecMulVec q c)
    (hY : Yᵀ * Y = 1) (hYq : Yᵀ *ᵥ q = 0) (hq : q ⬝ᵥ q = 1) :
    (restartBasis Y q)ᵀ *ᵥ restartResidual A Y q c = 0 := by
  -- symmetry turns the residual coefficients into the overlaps of `Y` with `A q`
  have h1 : Yᵀ *ᵥ (A *ᵥ q) = c := by
    have h0 : Yᵀ *ᵥ (A *ᵥ q) = (A * Y)ᵀ *ᵥ q := by
      rw [transpose_mul, hA.eq, mulVec_mulVec]
    rw [h0, h, transpose_add, transpose_mul, add_mulVec, ← mulVec_mulVec, hYq, mulVec_zero,
      zero_add]
    ext j
    simp only [Matrix.mulVec, dotProduct, transpose_apply, vecMulVec_apply]
    calc ∑ x, q x * c j * q x = c j * ∑ x, q x * q x := by
          rw [Finset.mul_sum]
          exact Finset.sum_congr rfl fun x _ => by ring
      _ = c j := by rw [show ∑ x, q x * q x = 1 from hq, mul_one]
  have h2 : Yᵀ *ᵥ restartResidual A Y q c = 0 := by
    unfold restartResidual
    rw [mulVec_sub, mulVec_sub, mulVec_smul, hYq, h1, mulVec_mulVec, hY, one_mulVec]
    simp
  have h3 : q ⬝ᵥ restartResidual A Y q c = 0 := by
    have h4 : q ⬝ᵥ Y *ᵥ c = 0 := by
      rw [dotProduct_mulVec, ← mulVec_transpose, hYq, zero_dotProduct]
    unfold restartResidual
    rw [dotProduct_sub, dotProduct_sub, dotProduct_smul, hq, h4]
    simp
  ext (j | ⟨⟩)
  · exact congrFun h2 j
  · exact h3
```

## (e) Orthonormal Ritz vectors

Let $S^TS=1$. Show that $Y=QS$ meets the conditions used in (b):

$$(QS)^T(QS)=1,\qquad (QS)^Tq=0.$$

The Krylov relation includes $Q^TQ=1$ and $Q^Tq=0$, so

$$S^TQ^TQS=S^TS=1,\qquad S^TQ^Tq=0.$$

The matrix $S$ need not be square, so any selection of orthonormal eigenvectors may be kept. The two bullets of the proof are these two products.

```lean
omit [Fintype p] in
/-- Given a `KrylovRelation`, if the columns of `S` are orthonormal, then the columns of `Q S` are
orthonormal and orthogonal to `q`. -/
theorem ritz_orthonormal {A : Matrix n n ℝ} {Q : Matrix n k ℝ} {T : Matrix k k ℝ} {b : ℝ}
    {q : n → ℝ} {l : k} {S : Matrix k p ℝ}
    (hK : KrylovRelation A Q T b q l) (hS : Sᵀ * S = 1) :
    (Q * S)ᵀ * (Q * S) = 1 ∧ (Q * S)ᵀ *ᵥ q = 0 := by
  constructor
  · rw [transpose_mul, Matrix.mul_assoc, ← Matrix.mul_assoc Qᵀ, hK.orthonormal,
      Matrix.one_mul, hS]
  · rw [transpose_mul, ← mulVec_mulVec, hK.orthogonal, mulVec_zero]
```

## (f) The projected Hamiltonian

Let $A$ be symmetric, $TS=S\Theta$ and $S^TS=1$. Show that $V=[QS,q]$ satisfies

$$V^TV=1,\qquad V^TAV=\begin{pmatrix}\Theta&c\\c^T&\langle q,Aq\rangle\end{pmatrix},\qquad c_i=b\,S_{li}.$$

Parts (e) and (b) give the first equation. Part (a) supplies the assumption of (c), and projecting the relation in (c) gives

$$V^TAV=V^TV\,M+(V^Tr)\,e^T=M,$$

by (d). The long `rw` in the proof carries out this projection.

For a finite real symmetric Hamiltonian, the small matrix after a restart can thus be written down from numbers already known, plus one product $Aq$. The hypotheses `hTS` and `hS` say that the small eigenproblem has been solved exactly. Rounding errors and the loss of orthogonality they cause are absent from the model, and the theorem makes no claim about convergence.

```lean
/-- **Thick restart.** Given a `KrylovRelation` for a symmetric `A`, and orthonormal eigenvectors
`S` of `T` with eigenvalues `θ`, the basis `[Q S, q]` is orthonormal and projects `A` to the
arrowhead matrix with diagonal `θ`, border `b S_(l,i)` and corner `⟨q, A q⟩`. -/
theorem thick_restart {A : Matrix n n ℝ} {Q : Matrix n k ℝ} {T : Matrix k k ℝ} {b : ℝ}
    {q : n → ℝ} {l : k} {S : Matrix k p ℝ} {θ : p → ℝ} (hA : A.IsSymm)
    (hK : KrylovRelation A Q T b q l) (hTS : T * S = S * diagonal θ) (hS : Sᵀ * S = 1) :
    (restartBasis (Q * S) q)ᵀ * restartBasis (Q * S) q = 1 ∧
    (restartBasis (Q * S) q)ᵀ * A * restartBasis (Q * S) q
      = arrowhead θ (fun i => b * S l i) (q ⬝ᵥ A *ᵥ q) := by
  obtain ⟨hY, hYq⟩ := ritz_orthonormal hK hS
  have hV := restartBasis_orthonormal hY hYq hK.unit
  have hR := ritz_relation hK hTS
  refine ⟨hV, ?_⟩
  -- project the restarted relation; the residual drops out
  rw [Matrix.mul_assoc, restart_relation hR, Matrix.mul_add, ← Matrix.mul_assoc, hV,
    Matrix.one_mul, mul_vecMulVec, restartResidual_orthogonal hA hR hY hYq hK.unit]
  ext i j
  simp
```

## (g) Going on after the restart

Suppose in addition that $r=\beta q'$ with $\beta\neq0$ and $q'^Tq'=1$. Show that the new basis satisfies a Krylov relation of the original kind:

$$AV=VM+\beta\,q'e^T,\qquad V^TV=1,\quad V^Tq'=0,\quad q'^Tq'=1.$$

Insert $r=\beta q'$ into (c) to get the first equation. Part (d) gives $\beta\,V^Tq'=0$, and division by $\beta$ gives $V^Tq'=0$. For $\beta=0$ the assumption would say only that $r=0$, and $q'=q$ would then be allowed, which is not orthogonal to $V$.

If $r\neq0$, one takes $\beta=\|r\|$ and $q'=r/\beta$. If $r=0$, the span of $V$ is invariant under $A$ and there is no new direction. The conclusion is again a `KrylovRelation`, now with $M$ in place of $T$ and the last column in place of $l$, so (f) applies to it in turn.

```lean
/-- Under the hypotheses of `thick_restart`, if the restart residual is `β q'` with `β ≠ 0` and `q'`
a unit vector, the restarted basis and the arrowhead matrix satisfy a Krylov relation again, with
`q'` as the next vector. -/
theorem thick_restart_continues {A : Matrix n n ℝ} {Q : Matrix n k ℝ} {T : Matrix k k ℝ}
    {b β : ℝ} {q q' : n → ℝ} {l : k} {S : Matrix k p ℝ} {θ : p → ℝ} (hA : A.IsSymm)
    (hK : KrylovRelation A Q T b q l) (hTS : T * S = S * diagonal θ) (hS : Sᵀ * S = 1)
    (hr : restartResidual A (Q * S) q (fun i => b * S l i) = β • q')
    (hβ : β ≠ 0) (hq' : q' ⬝ᵥ q' = 1) :
    KrylovRelation A (restartBasis (Q * S) q)
      (arrowhead θ (fun i => b * S l i) (q ⬝ᵥ A *ᵥ q)) β q' (Sum.inr ()) := by
  obtain ⟨hY, hYq⟩ := ritz_orthonormal hK hS
  have hR := ritz_relation hK hTS
  refine ⟨?_, restartBasis_orthonormal hY hYq hK.unit, ?_, hq'⟩
  · rw [restart_relation hR, hr]
    congr 1
    ext i j
    simp [vecMulVec_apply, mul_assoc]
  · have h := restartResidual_orthogonal hA hR hY hYq hK.unit
    rw [hr, mulVec_smul] at h
    exact (smul_eq_zero.mp h).resolve_left hβ
```

## (h) A case with numbers

Count indices from 0, as the code does. Take

$$A=\begin{pmatrix}9&12&0\\12&16&5\\0&5&7\end{pmatrix},\quad Q=\begin{pmatrix}1&0\\0&1\\0&0\end{pmatrix},\quad T=\begin{pmatrix}9&12\\12&16\end{pmatrix},$$

with $q=(0,0,1)^T$, $b=5$ and $l=1$. Keep the single eigenvector $s=(3/5,4/5)^T$. Verify the hypotheses of (f) and (g), with

$$Ts=25\,s,\qquad r=3\,(-4/5,\;3/5,\;0)^T.$$

The first two columns of $A$ are those of $QT$, plus $5q$ in column 1, and $[Q,q]$ is the identity matrix. Next, $Ts=(15,20)^T=25s$ and $s^Ts=1$. The border is $c_0=5\cdot\tfrac45=4$ and the corner is $7$, so

$$r=(0,5,7)^T-4\,(3/5,4/5,0)^T-7\,(0,0,1)^T=(-12/5,\;9/5,\;0)^T.$$

This is $3q'$ with the unit vector $q'=(-4/5,3/5,0)^T$. By (f), the projected matrix is $\begin{pmatrix}25&4\\4&7\end{pmatrix}$. The proof checks the hypotheses entry by entry.

```lean
/-- The single column `(3/5, 4/5)`, the eigenvector kept in the example below. -/
noncomputable def keptVector : Matrix (Fin 2) (Fin 1) ℝ := !![3/5; 4/5]

/-- A symmetric 3 by 3 matrix with a two-column Krylov relation, one kept Ritz vector with Ritz
value 25, and restart residual `3 q'` meets all hypotheses of the restart theorems. -/
theorem thick_restart_witness :
    (!![9, 12, 0; 12, 16, 5; 0, 5, 7] : Matrix (Fin 3) (Fin 3) ℝ).IsSymm ∧
    KrylovRelation (!![9, 12, 0; 12, 16, 5; 0, 5, 7] : Matrix (Fin 3) (Fin 3) ℝ)
      !![1, 0; 0, 1; 0, 0] !![9, 12; 12, 16] 5 ![0, 0, 1] (1 : Fin 2) ∧
    (!![9, 12; 12, 16] : Matrix (Fin 2) (Fin 2) ℝ) * keptVector
      = keptVector * diagonal (![25] : Fin 1 → ℝ) ∧
    keptVectorᵀ * keptVector = 1 ∧
    restartResidual (!![9, 12, 0; 12, 16, 5; 0, 5, 7] : Matrix (Fin 3) (Fin 3) ℝ)
      ((!![1, 0; 0, 1; 0, 0] : Matrix (Fin 3) (Fin 2) ℝ) * keptVector) ![0, 0, 1]
      (fun i => 5 * keptVector 1 i)
      = (3 : ℝ) • (![-4/5, 3/5, 0] : Fin 3 → ℝ) ∧
    (![-4/5, 3/5, 0] : Fin 3 → ℝ) ⬝ᵥ ![-4/5, 3/5, 0] = 1 := by
  refine ⟨?_, ⟨?_, ?_, ?_, ?_⟩, ?_, ?_, ?_, ?_⟩
  · exact Matrix.IsSymm.ext fun i j => by fin_cases i <;> fin_cases j <;> simp
  · ext i j
    simp only [Matrix.add_apply, Matrix.smul_apply, vecMulVec_apply, Matrix.mul_apply,
      Fin.sum_univ_three, Fin.sum_univ_two, Pi.single_apply]
    fin_cases i <;> fin_cases j <;> simp
  · ext i j
    fin_cases i <;> fin_cases j <;> simp [Matrix.mul_apply, Fin.sum_univ_succ]
  · ext i
    fin_cases i <;> simp [Matrix.mulVec, dotProduct, Fin.sum_univ_succ]
  · simp [dotProduct, Fin.sum_univ_succ]
  · ext i j
    fin_cases i <;> fin_cases j <;>
      simp [keptVector, Matrix.mul_apply, Fin.sum_univ_succ] <;> norm_num
  · ext i j
    fin_cases i
    fin_cases j
    simp [keptVector, Matrix.mul_apply, Fin.sum_univ_succ]
    norm_num
  · ext i
    simp only [keptVector, restartResidual, Pi.sub_apply, Pi.smul_apply, smul_eq_mul,
      Matrix.mulVec, dotProduct, Matrix.mul_apply, Fin.sum_univ_three, Fin.sum_univ_two]
    fin_cases i <;> simp <;> norm_num
  · simp [dotProduct, Fin.sum_univ_succ]
    norm_num

end ThickRestart
```

```lean
#print axioms ThickRestart.thick_restart
-- 'ThickRestart.thick_restart' depends on axioms: [propext, Classical.choice, Quot.sound]
#print axioms ThickRestart.thick_restart_continues
-- 'ThickRestart.thick_restart_continues' depends on axioms: [propext, Classical.choice, Quot.sound]
```

## Complex Hermitian Hamiltonians

The statement could also have been modelled with complex matrices, a Hermitian $A$ and conjugate transposes, as a magnetic field or Bloch phases may require. The computation in (d) would then give $Y^\dagger Aq=\bar c$. The last column of the arrowhead would carry $\bar c$ and its last row $c^T$, and the remainder would become $r=Aq-Y\bar c-\langle q,Aq\rangle q$. For real data this reduces to the version above.
